# Thermostat noise for a damped free velocity that is already kicked by force noise

Take one velocity component in units where $m = h = kT = 1$. Each step halves its variance ($a^2 = 1/2$), and noise in the force adds $1/4$. If the thermostat also adds $1/4$, the variance starting from zero runs $0, 1/2, 3/4, 7/8, \dots$ and tends to $1$, the thermal value. If the thermostat adds $1/2$, which would be right for noiseless forces, the variance runs $0, 3/4, 9/8, \dots$ and tends to $3/2$. The velocity is then 50% too hot.

## The noise balance and the largest tolerable force noise

Let $a$ be the damping factor per step with $|a| < 1$, $h$ the time step, $m > 0$ the mass, $r$ the standard deviation of the force noise and $g$ that of the added velocity noise. Both noises have zero mean and are uncorrelated with each other and with the current velocity. The velocity variance $V_n$ after $n$ steps then obeys

$$V_{n+1} = a^2 V_n + \left(\frac{hr}{m}\right)^2 + g^2 .$$

Then $mV_n \to kT$ from every non-negative $V_0$ if and only if

$$g^2 = \frac{(1-a^2)\,kT}{m} - \left(\frac{hr}{m}\right)^2 .$$

A real $g$ satisfying this exists exactly when $(hr)^2 \le (1-a^2)\,m\,kT$.

## Stochastic forces in a Langevin step

In stochastic DFT, traces estimated with random orbitals give forces with statistical noise, and Langevin dynamics can absorb that noise into its thermostat; the balance above describes this for a single velocity component with no systematic force. In a code, the step with the systematic force $F$ restored reads

```text
v = a*v + (h/m)*(F + R) + g*xi
```

Here `F + R` is the noisy force as computed, and `xi` is a fresh random number of zero mean and unit variance. The value of $r^2$ can be estimated from the scatter of repeated force evaluations at fixed geometry. Averaging $N$ independent evaluations divides it by $N$, which is one way to meet the bound.

Two details of the implementation matter:

- Random orbitals should be redrawn at each step. If they are reused, the current force noise is in general correlated with the velocity, which already contains earlier kicks.
- The order of operations matters. If the kick comes before the damping, the force-noise term becomes $a^2(hr/m)^2$, and the balance changes accordingly.

For $a = e^{-\gamma h}$ with friction rate $\gamma$ and small $\gamma h$, the bound is roughly $r^2 \le 2\gamma m\,kT/h$, so a shorter step tolerates noisier forces.

## From one update to the limiting temperature

Let $v$, $R$ and $G$ be the velocity, force noise and added noise, with $\langle R^2\rangle = r^2$, $\langle G^2\rangle = g^2$ and all mean products zero. Expanding the square of the update gives

$$\begin{aligned}
\left\langle\left(av + \tfrac hm R + G\right)^2\right\rangle
={}& a^2\langle v^2\rangle + \tfrac{h^2}{m^2}\langle R^2\rangle + \langle G^2\rangle \\
&+ \tfrac{2ah}{m}\langle vR\rangle + 2a\langle vG\rangle + \tfrac{2h}{m}\langle RG\rangle .
\end{aligned}$$

The second line vanishes, which leaves the recursion. Its stationary value satisfies $V^* = a^2V^* + (hr/m)^2 + g^2$, so

$$V^* = \frac{(hr/m)^2 + g^2}{1-a^2}.$$

Subtracting the stationary equation from the recursion gives $V_{n+1} - V^* = a^2(V_n - V^*)$, and hence

$$V_n = V^* + (a^2)^n (V_0 - V^*).$$

Since $0 \le a^2 < 1$, $V_n \to V^*$ from every start. Equipartition therefore means $mV^* = kT$, that is, $(hr/m)^2 + g^2 = (1-a^2)kT/m$, which is the stated balance.

If $g^2 = (1-a^2)kT/m$ is used despite the force noise, then

$$mV^* = kT + \frac{(hr)^2}{m(1-a^2)} .$$

Finally, the balance has a real solution $g$ exactly when its right-hand side is non-negative. Multiplying that condition by $m^2$ gives the bound on $(hr)^2$.

## The Lean file

```lean
import Mathlib

open MeasureTheory Filter Topology
open scoped ENNReal

namespace NoisyForceLangevin

noncomputable section

/-- The velocity variance after `n` steps, started from `V₀`: each step damps it by `a ^ 2` and
adds the force-noise part `(h * r / m) ^ 2` and the added-noise part `g ^ 2`, for `m ≠ 0`. -/
def velVar (a h m r g V₀ : ℝ) : ℕ → ℝ
  | 0 => V₀
  | n + 1 => a ^ 2 * velVar a h m r g V₀ n + (h * r / m) ^ 2 + g ^ 2

/-- The fixed point of the variance recursion, for `m ≠ 0` and `a ^ 2 ≠ 1`. For `|a| < 1` it is the
stationary velocity variance. -/
def limitVar (a h m r g : ℝ) : ℝ := ((h * r / m) ^ 2 + g ^ 2) / (1 - a ^ 2)

/-- If velocity, force noise `R` and added noise `G` are square-integrable and mutually uncorrelated
(vanishing mean products), and `R` and `G` have mean squares `r ^ 2` and `g ^ 2`, the update
`a v + (h/m) R + G` changes the mean-square velocity by the variance recursion. -/
theorem meanSq_step {Ω : Type*} [MeasurableSpace Ω] {μ : Measure Ω} {v R G : Ω → ℝ}
    (a h m r g : ℝ) (hv : MemLp v 2 μ) (hR : MemLp R 2 μ) (hG : MemLp G 2 μ)
    (hvR : ∫ ω, v ω * R ω ∂μ = 0) (hvG : ∫ ω, v ω * G ω ∂μ = 0)
    (hRG : ∫ ω, R ω * G ω ∂μ = 0)
    (hr : ∫ ω, R ω ^ 2 ∂μ = r ^ 2) (hg : ∫ ω, G ω ^ 2 ∂μ = g ^ 2) :
    ∫ ω, (a * v ω + h / m * R ω + G ω) ^ 2 ∂μ
      = a ^ 2 * ∫ ω, v ω ^ 2 ∂μ + (h * r / m) ^ 2 + g ^ 2 := by
  -- expand the square into three mean squares and three correlations
  have e : (fun ω => (a * v ω + h / m * R ω + G ω) ^ 2) = fun ω =>
      a ^ 2 * v ω ^ 2 + (h / m) ^ 2 * R ω ^ 2 + G ω ^ 2 + (2 * a * (h / m)) * (v ω * R ω)
        + (2 * a) * (v ω * G ω) + (2 * (h / m)) * (R ω * G ω) := by
    funext ω
    ring
  have i1 : Integrable (fun ω => a ^ 2 * v ω ^ 2) μ := hv.integrable_sq.const_mul _
  have i2 : Integrable (fun ω => (h / m) ^ 2 * R ω ^ 2) μ := hR.integrable_sq.const_mul _
  have i3 : Integrable (fun ω => G ω ^ 2) μ := hG.integrable_sq
  have i4 : Integrable (fun ω => (2 * a * (h / m)) * (v ω * R ω)) μ :=
    (hv.integrable_mul hR).const_mul _
  have i5 : Integrable (fun ω => (2 * a) * (v ω * G ω)) μ :=
    (hv.integrable_mul hG).const_mul _
  have i6 : Integrable (fun ω => (2 * (h / m)) * (R ω * G ω)) μ :=
    (hR.integrable_mul hG).const_mul _
  rw [e, integral_add, integral_add, integral_add, integral_add, integral_add]
  · -- the correlations vanish
    simp only [integral_const_mul, hvR, hvG, hRG, hr, hg]
    ring
  all_goals repeat' first | assumption | apply Integrable.add

/-- Four equally likely samples. -/
def fourSamples : Measure (Fin 4) := (4 : ℝ≥0∞)⁻¹ • Measure.count

/-- Sample velocities. -/
def signV : Fin 4 → ℝ := ![1, 1, -1, -1]

/-- Sample force noise. -/
def signR : Fin 4 → ℝ := ![1, -1, 1, -1]

/-- Sample added noise. -/
def signG : Fin 4 → ℝ := ![1, -1, -1, 1]

/-- On four equally likely samples, the three sign patterns are square-integrable and mutually
uncorrelated, and both noises have unit mean square. -/
theorem meanSq_step_witness :
    MemLp signV 2 fourSamples ∧ MemLp signR 2 fourSamples ∧ MemLp signG 2 fourSamples ∧
    ∫ ω, signV ω * signR ω ∂fourSamples = 0 ∧ ∫ ω, signV ω * signG ω ∂fourSamples = 0 ∧
    ∫ ω, signR ω * signG ω ∂fourSamples = 0 ∧
    ∫ ω, signR ω ^ 2 ∂fourSamples = 1 ^ 2 ∧ ∫ ω, signG ω ^ 2 ∂fourSamples = 1 ^ 2 := by
  have hL : ∀ f : Fin 4 → ℝ, MemLp f 2 fourSamples := fun f =>
    (MemLp.of_discrete (μ := Measure.count)).smul_measure (by simp)
  -- the entries of the three sign patterns
  have eV : signV 0 = 1 ∧ signV 1 = 1 ∧ signV 2 = -1 ∧ signV 3 = -1 := ⟨rfl, rfl, rfl, rfl⟩
  have eR : signR 0 = 1 ∧ signR 1 = -1 ∧ signR 2 = 1 ∧ signR 3 = -1 := ⟨rfl, rfl, rfl, rfl⟩
  have eG : signG 0 = 1 ∧ signG 1 = -1 ∧ signG 2 = -1 ∧ signG 3 = 1 := ⟨rfl, rfl, rfl, rfl⟩
  refine ⟨hL _, hL _, hL _, ?_, ?_, ?_, ?_, ?_⟩ <;>
    norm_num [fourSamples, eV, eR, eG, integral_smul_measure, integral_count,
      Fin.sum_univ_four]

/-- For `a ^ 2 ≠ 1`, the deviation of the velocity variance from its stationary value is
multiplied by `a ^ 2` at every step. -/
theorem velVar_closed_form {a : ℝ} (ha : 1 - a ^ 2 ≠ 0) (h m r g V₀ : ℝ) (n : ℕ) :
    velVar a h m r g V₀ n
      = limitVar a h m r g + (a ^ 2) ^ n * (V₀ - limitVar a h m r g) := by
  -- stationarity: dissipation balances the noise input
  have hL : limitVar a h m r g * (1 - a ^ 2) = (h * r / m) ^ 2 + g ^ 2 := by
    unfold limitVar
    exact div_mul_cancel₀ _ ha
  induction n with
  | zero => simp [velVar]
  | succ n ih =>
    rw [velVar, ih]
    linear_combination (-1 : ℝ) * hL

/-- For `|a| < 1` the velocity variance converges to its stationary value from every start. -/
theorem velVar_tendsto {a : ℝ} (ha : |a| < 1) (h m r g V₀ : ℝ) :
    Tendsto (velVar a h m r g V₀) atTop (𝓝 (limitVar a h m r g)) := by
  have ha2 : a ^ 2 < 1 := (sq_lt_one_iff_abs_lt_one a).2 ha
  have p := tendsto_pow_atTop_nhds_zero_of_lt_one (sq_nonneg a) ha2
  have q := (p.mul_const (V₀ - limitVar a h m r g)).const_add (limitVar a h m r g)
  simp only [zero_mul, add_zero] at q
  exact q.congr fun n => (velVar_closed_form (by linarith) h m r g V₀ n).symm

/-- For `|a| < 1` and positive mass, `m V_n` tends to `kT` from every non-negative initial variance
if and only if the added-noise variance `g ^ 2` is `(1 - a ^ 2) kT / m` less the force-noise part
`(h r / m) ^ 2`. -/
theorem equipartition_iff {a m : ℝ} (ha : |a| < 1) (hm : 0 < m) (h r g kT : ℝ) :
    (∀ V₀ : ℝ, 0 ≤ V₀ → Tendsto (fun n => m * velVar a h m r g V₀ n) atTop (𝓝 kT)) ↔
      g ^ 2 = (1 - a ^ 2) * kT / m - (h * r / m) ^ 2 := by
  have ha2 : a ^ 2 < 1 := (sq_lt_one_iff_abs_lt_one a).2 ha
  have hne : 1 - a ^ 2 ≠ 0 := by linarith
  have hm0 : m ≠ 0 := hm.ne'
  have hL : limitVar a h m r g * (1 - a ^ 2) = (h * r / m) ^ 2 + g ^ 2 := by
    unfold limitVar
    exact div_mul_cancel₀ _ hne
  constructor
  · intro H
    -- limits are unique, so the stationary variance is the thermal one
    have hk : kT = m * limitVar a h m r g :=
      tendsto_nhds_unique (H 0 le_rfl) ((velVar_tendsto ha h m r g 0).const_mul m)
    have e : (1 - a ^ 2) * kT / m = limitVar a h m r g * (1 - a ^ 2) := by
      rw [hk, div_eq_iff hm0]
      ring
    linarith
  · intro hg V₀ _
    have e : limitVar a h m r g = kT / m := by
      apply mul_right_cancel₀ hne
      rw [hL, hg]
      ring
    have t := (velVar_tendsto ha h m r g V₀).const_mul m
    rwa [e, mul_div_cancel₀ kT hm0] at t

/-- For `|a| < 1` and positive mass, if the added-noise variance `g ^ 2` is set to the full thermal
value `(1 - a ^ 2) kT / m`, then `m V_n` tends to `kT` plus `(h r) ^ 2 / (m (1 - a ^ 2))`. -/
theorem uncompensated_heating {a m : ℝ} (ha : |a| < 1) (hm : 0 < m) (h r g kT V₀ : ℝ)
    (hg : g ^ 2 = (1 - a ^ 2) * kT / m) :
    Tendsto (fun n => m * velVar a h m r g V₀ n) atTop
      (𝓝 (kT + (h * r) ^ 2 / (m * (1 - a ^ 2)))) := by
  have ha2 : a ^ 2 < 1 := (sq_lt_one_iff_abs_lt_one a).2 ha
  have hne : 1 - a ^ 2 ≠ 0 := by linarith
  have hm0 : m ≠ 0 := hm.ne'
  have e : m * limitVar a h m r g = kT + (h * r) ^ 2 / (m * (1 - a ^ 2)) := by
    unfold limitVar
    rw [hg]
    field_simp
    ring
  rw [← e]
  exact (velVar_tendsto ha h m r g V₀).const_mul m

/-- For `|a| < 1` and positive mass, some added noise `g` brings `m V_n` to `kT` from every
non-negative initial variance if and only if `(h r) ^ 2 ≤ (1 - a ^ 2) m kT`. -/
theorem compensation_possible_iff {a m : ℝ} (ha : |a| < 1) (hm : 0 < m) (h r kT : ℝ) :
    (∃ g : ℝ, ∀ V₀ : ℝ, 0 ≤ V₀ →
      Tendsto (fun n => m * velVar a h m r g V₀ n) atTop (𝓝 kT)) ↔
      (h * r) ^ 2 ≤ (1 - a ^ 2) * m * kT := by
  have hm0 : m ≠ 0 := hm.ne'
  have e : (1 - a ^ 2) * kT / m - (h * r / m) ^ 2
      = ((1 - a ^ 2) * m * kT - (h * r) ^ 2) / m ^ 2 := by
    field_simp
  constructor
  · rintro ⟨g, H⟩
    have hg := (equipartition_iff ha hm h r g kT).1 H
    rw [e, eq_div_iff (pow_ne_zero 2 hm0)] at hg
    have : 0 ≤ g ^ 2 * m ^ 2 := by positivity
    linarith
  · intro H
    -- the required noise variance is non-negative, so it has a real square root
    refine ⟨√(((1 - a ^ 2) * m * kT - (h * r) ^ 2) / m ^ 2),
      (equipartition_iff ha hm h r _ kT).2 ?_⟩
    rw [e, Real.sq_sqrt (div_nonneg (by linarith) (sq_nonneg m))]

end

end NoisyForceLangevin
```

```lean
#print axioms NoisyForceLangevin.meanSq_step
#print axioms NoisyForceLangevin.uncompensated_heating
#print axioms NoisyForceLangevin.compensation_possible_iff
```

```
'NoisyForceLangevin.meanSq_step' depends on axioms: [propext, Classical.choice, Quot.sound]
'NoisyForceLangevin.uncompensated_heating' depends on axioms: [propext, Classical.choice, Quot.sound]
'NoisyForceLangevin.compensation_possible_iff' depends on axioms: [propext, Classical.choice, Quot.sound]
```

## What is proved about the variance, and under which assumptions

**The statements.** `velVar` is the sequence $V_n$, defined by the recursion, and `limitVar` is $V^*$. The main theorem, `equipartition_iff`, expresses equipartition as convergence of `m * velVar a h m r g V₀ n` to `kT` for every `V₀ ≥ 0`. The symbol `kT` is a single real parameter, and `h`, `r` and `g` may have either sign because only squares enter.

The link to random variables is `meanSq_step`, which covers one update. `MemLp v 2 μ` says that $v$ is square-integrable, and the integrals over `μ` are the averages. For a probability measure and zero means, the mean square is the variance. Only vanishing mean products are required, not independence: in `meanSq_step_witness`, four equally likely samples meet the hypotheses although the added noise is the product of the other two variables.

**The proofs.** In `meanSq_step`, the equation `e` expands the square, and `i1` to `i6` supply the integrability needed to average term by term. `velVar_closed_form` is an induction on $n$ whose step uses the stationary equation `hL`. `velVar_tendsto` then uses the fact that powers of $a^2$ tend to zero.

In `equipartition_iff`, the forward direction needs only the start $V_0 = 0$ and uniqueness of limits; the reverse direction substitutes the balance into $V^*$. `uncompensated_heating` makes the corresponding substitution for the untuned thermostat. `compensation_possible_iff` uses $g^2m^2 \ge 0$ in one direction and takes a square root for $g$ in the other.

**The limits of the model.** Constant $r$ and uncorrelated kicks are assumptions about the force estimator, which a given simulation may violate. The theorems concern the second moment of one velocity component. They do not establish a Maxwell distribution, correct sampling of positions, or the accuracy of an integrator with a systematic force. A bias in the force estimate is likewise not treated.
